# Oblique spectral projectors from a biorthonormal pair of bases

Let $R$ and $L$ be complex $n\times n$ matrices with columns $r_i$, $l_i$ and $L^*R=1$. For any complex numbers $E_i$ put $H=R\,\mathrm{diag}(E)\,L^*$ and $P_i=r_il_i^*$. Then
$$P_i^2=P_i,\qquad P_iP_j=0\ (i\ne j),\qquad \sum_iP_i=1,\qquad HP_i=P_iH=E_iP_i .$$
The $P_i$ need not be Hermitian. If several $E_i$ coincide, the spectral projector of that eigenvalue is the sum of the corresponding $P_i$. The result applies to non-Hermitian effective Hamiltonians, such as similarity-transformed ones or those with an absorbing potential, provided they are finite matrices with a full set of eigenvectors.

## Derivation

Since $(A^*B)_{ij}=a_i^*b_j$, the hypothesis says $l_i^*r_j=\delta_{ij}$. Write $H(E)=R\,\mathrm{diag}(E)\,L^*$. Entrywise, $H(E)_{ab}=\sum_iR_{ai}E_i\overline{L_{bi}}$, so $H(E)=\sum_iE_iP_i$. The choice $E=\delta_i$, with $(\delta_i)_k=\delta_{ik}$, gives $P_i=H(\delta_i)$. Next,
$$H(E)H(F)=R\,\mathrm{diag}(E)\,(L^*R)\,\mathrm{diag}(F)\,L^*=H(EF),$$
where $EF$ is the componentwise product. Because $E\delta_i=\delta_iE=E_i\delta_i$, we get $HP_i=P_iH=E_iP_i$. Applied with $E=\delta_i$ and the projector $P_j$, this yields $P_iP_j=\delta_{ij}P_j$. Taking all $E_i=1$ gives $\sum_iP_i=RL^*$. For square matrices $L^*R=1$ forces $\det R\neq0$, so $L^*=R^{-1}$ and $RL^*=1$; exchanging the two factors gives the converse.

For $z\ne E_k$ for all $k$, completeness gives $z-H=\sum_k(z-E_k)P_k=H(z-E)$, and the product rule gives $(z-H)\sum_k(z-E_k)^{-1}P_k=H(1)=1$.

All $P_i$ are Hermitian exactly when $r_i^*r_j=0$ for $i\neq j$. Let $G=R^*R$ and $D_i=\mathrm{diag}(\delta_i)$, and note $P_iR=RD_iL^*R=RD_i$. If $P_i^*=P_i$, then $GD_i=R^*P_iR=(P_iR)^*R=D_iG$, whose $(i,j)$ entry for $j\ne i$ reads $0=G_{ij}$. Conversely, $RL^*=1$ gives $LR^*=1$, so $R=LG$ and $P_i=L\,(GD_i)\,L^*$. A diagonal $G$ commutes with $D_i$, which makes $GD_i$, and with it $P_i$, Hermitian.

## Formal development

Rows are indexed by `m` and columns by `n`, so rectangular $R$, $L$ are allowed wherever the statement makes sense.

In Lean 4 with Mathlib:

```lean
import Mathlib

open Matrix

namespace ObliqueProjectors

noncomputable section

variable {m n : Type*}

/-- The `i`-th column of a matrix, as a vector. -/
def column (M : Matrix m n ℂ) (i : n) : m → ℂ := fun a => M a i
```

In `proj`, `vecMulVec` is the outer product and `star` conjugates entrywise, so the conjugation falls on the left vector $l_i$.

```lean
/-- The outer product `P_i = r_i l_i*` of the `i`-th columns of `R` and `L`. -/
def proj (R L : Matrix m n ℂ) (i : n) : Matrix m m ℂ :=
  vecMulVec (column R i) (star (column L i))
```

The superscript `ᴴ` is the conjugate transpose $*$, and `⬝ᵥ` is the bilinear dot product, hence the explicit `star`. The lemma `overlap` is the identity $a_i^*b_j=(A^*B)_{ij}$.

```lean
/-- The overlap `a_i* b_j` of two columns is the `(i, j)` entry of `A* B`. -/
theorem overlap [Fintype m] (A B : Matrix m n ℂ) (i j : n) :
    star (column A i) ⬝ᵥ column B j = (Aᴴ * B) i j := by
  simp only [dotProduct, Matrix.mul_apply, conjTranspose_apply, Pi.star_apply, column]
```

The operator `ham R L E` is $H(E)$. Together with the hypothesis $L^*R=1$, this form builds diagonalisability in, so the theorems that assume it do not cover defective matrices. The $E_i$ may be complex and may coincide.

```lean
variable [Fintype n] [DecidableEq n]

/-- The operator `H = R diag(E) L*`. -/
def ham (R L : Matrix m n ℂ) (E : n → ℂ) : Matrix m m ℂ := R * diagonal E * Lᴴ

/-- The Kronecker delta `j ↦ δ_ij`. -/
def delta (i : n) : n → ℂ := fun j => if j = i then 1 else 0
```

The lemma `ham_eq_sum` compares entries and matches the two sums term by term. In `proj_eq_ham`, `Finset.sum_eq_single` keeps the one term where $\delta_i$ is nonzero. Neither lemma uses biorthonormality.

```lean
/-- The operator `R diag(E) L*` equals `∑ E_i P_i`. -/
theorem ham_eq_sum (R L : Matrix m n ℂ) (E : n → ℂ) :
    ham R L E = ∑ i, E i • proj R L i := by
  ext a b
  unfold ham
  rw [Matrix.mul_apply, Matrix.sum_apply]
  refine Finset.sum_congr rfl fun j _ => ?_
  simp only [Matrix.mul_diagonal, conjTranspose_apply, Matrix.smul_apply, proj,
    vecMulVec_apply, Pi.star_apply, column, smul_eq_mul]
  ring

/-- The matrix `P_i` equals `R diag(δ_i) L*`. -/
theorem proj_eq_ham (R L : Matrix m n ℂ) (i : n) : proj R L i = ham R L (delta i) := by
  rw [ham_eq_sum, Finset.sum_eq_single i]
  · simp [delta]
  · intro j _ hj
    simp [delta, hj]
  · intro hi
    exact absurd (Finset.mem_univ i) hi
```

The hypothesis `Lᴴ * R = 1` enters in `ham_mul`: the first `calc` step regroups the product to expose $L^*R$, and the second replaces it by $1$ and multiplies the diagonal matrices.

```lean
/-- If `L* R = 1`, the product of `R diag(E) L*` and `R diag(F) L*` is `R diag(E F) L*`. -/
theorem ham_mul [Fintype m] {R L : Matrix m n ℂ} (h : Lᴴ * R = 1) (E F : n → ℂ) :
    ham R L E * ham R L F = ham R L (fun i => E i * F i) := by
  unfold ham
  calc R * diagonal E * Lᴴ * (R * diagonal F * Lᴴ)
      = R * (diagonal E * (Lᴴ * R) * diagonal F) * Lᴴ := by simp only [Matrix.mul_assoc]
    _ = R * diagonal (fun i => E i * F i) * Lᴴ := by
      rw [h, Matrix.mul_one, diagonal_mul_diagonal]
```

In `ham_mul_proj`, `h1` and `h2` write the two products as $H(E\delta_i)$ and $H(\delta_iE)$, and each sum collapses to $E_iP_i$. The lemma `proj_mul_proj` specialises this to $E=\delta_i$. Like `ham_mul`, both lemmas hold for rectangular matrices.

```lean
/-- If `L* R = 1`, then `H P_i = E_i P_i` and `P_i H = E_i P_i`. -/
theorem ham_mul_proj [Fintype m] {R L : Matrix m n ℂ} (h : Lᴴ * R = 1) (E : n → ℂ) (i : n) :
    ham R L E * proj R L i = E i • proj R L i ∧
      proj R L i * ham R L E = E i • proj R L i := by
  have h1 : ham R L E * proj R L i = ham R L (fun k => E k * delta i k) := by
    rw [proj_eq_ham]
    exact ham_mul h _ _
  have h2 : proj R L i * ham R L E = ham R L (fun k => delta i k * E k) := by
    rw [proj_eq_ham]
    exact ham_mul h _ _
  -- only the term `k = i` of the sum survives
  constructor
  · rw [h1, ham_eq_sum, Finset.sum_eq_single i]
    · simp [delta]
    · intro j _ hj
      simp [delta, hj]
    · intro hi
      exact absurd (Finset.mem_univ i) hi
  · rw [h2, ham_eq_sum, Finset.sum_eq_single i]
    · simp [delta]
    · intro j _ hj
      simp [delta, hj]
    · intro hi
      exact absurd (Finset.mem_univ i) hi

/-- If `L* R = 1`, then `P_i P_j = δ_ij P_i`. -/
theorem proj_mul_proj [Fintype m] {R L : Matrix m n ℂ} (h : Lᴴ * R = 1) (i j : n) :
    proj R L i * proj R L j = if i = j then proj R L i else 0 := by
  have h1 : proj R L i * proj R L j = delta i j • proj R L j := by
    rw [proj_eq_ham R L i]
    exact (ham_mul_proj h _ j).1
  rw [h1]
  by_cases hij : i = j
  · subst hij
    simp [delta]
  · have hji : ¬ j = i := fun e => hij e.symm
    simp [delta, hij, hji]
```

The lemma `sum_proj` is the case $E=1$. The equivalence `sum_proj_eq_one_iff` needs square matrices and uses `mul_eq_one_comm`, which says that $AB=1$ and $BA=1$ are equivalent for them.

```lean
/-- The matrices `P_i` sum to `R L*`. -/
theorem sum_proj (R L : Matrix m n ℂ) : ∑ i, proj R L i = R * Lᴴ := by
  have h1 := ham_eq_sum R L (fun _ => 1)
  simp only [one_smul] at h1
  rw [← h1]
  unfold ham
  rw [diagonal_one, Matrix.mul_one]

/-- For square `R`, `L`, the `P_i` sum to the identity exactly when `L* R = 1`. -/
theorem sum_proj_eq_one_iff (R L : Matrix n n ℂ) :
    ∑ i, proj R L i = 1 ↔ Lᴴ * R = 1 := by
  rw [sum_proj]
  exact _root_.mul_eq_one_comm
```

The main theorem lists idempotence, mutual annihilation, completeness and the two eigenvalue relations, for square `R`, `L` with `Lᴴ * R = 1` and arbitrary `E`. If biorthonormality fails, completeness fails by the equivalence above. If squareness is dropped, $R=L=(1,0)^T$ satisfies $L^*R=1$ while $\sum_iP_i=\mathrm{diag}(1,0)$.

```lean
/-- For square `R`, `L` with `L* R = 1` and `H = R diag(E) L*`, the `P_i = r_i l_i*` are
idempotent, pairwise annihilating, sum to the identity, and obey `H P_i = P_i H = E_i P_i`. -/
theorem biorthogonal_projectors {R L : Matrix n n ℂ} (h : Lᴴ * R = 1) (E : n → ℂ) :
    (∀ i, proj R L i * proj R L i = proj R L i) ∧
      (∀ i j, i ≠ j → proj R L i * proj R L j = 0) ∧
      ∑ i, proj R L i = 1 ∧
      ∀ i, ham R L E * proj R L i = E i • proj R L i ∧
        proj R L i * ham R L E = E i • proj R L i := by
  refine ⟨fun i => ?_, fun i j hij => ?_, (sum_proj_eq_one_iff R L).mpr h,
    fun i => ham_mul_proj h E i⟩
  · rw [proj_mul_proj h, if_pos rfl]
  · rw [proj_mul_proj h, if_neg hij]
```

The theorem leaves three familiar facts unproved: that each $P_i$ has rank one, that $Hr_i=E_ir_i$ at the level of vectors, and that every diagonalisable matrix equals $H(E)$ with $L^*=R^{-1}$. Infinite dimension is not treated.

The resolvent statement says that both products of $z-H$ with $\sum_k(z-E_k)^{-1}P_k$ equal $1$. The steps `h1`, `h2`, `h3` bring $z-H$, the sum and the identity into the form $H(\cdot)$; `h4` is the scalar cancellation, `h5` applies the product rule, and `mul_eq_one_comm` supplies the reversed order. The hypothesis `hz` is needed: for $R=L=1$ of size one and $z=E_0$ the matrix $z-H$ vanishes and has no inverse.

```lean
/-- For square `R`, `L` with `L* R = 1` and `z` different from every `E_k`, the sum
`∑ (z - E_k)⁻¹ P_k` is a two-sided inverse of `z - H`. -/
theorem resolvent_expansion {R L : Matrix n n ℂ} (h : Lᴴ * R = 1) (E : n → ℂ) (z : ℂ)
    (hz : ∀ k, z ≠ E k) :
    (z • (1 : Matrix n n ℂ) - ham R L E) * (∑ k, (z - E k)⁻¹ • proj R L k) = 1 ∧
      (∑ k, (z - E k)⁻¹ • proj R L k) * (z • (1 : Matrix n n ℂ) - ham R L E) = 1 := by
  have hsum : ∑ i, proj R L i = 1 := (sum_proj_eq_one_iff R L).mpr h
  -- completeness puts `z - H` in the form `R diag(z - E) L*`
  have h1 : z • (1 : Matrix n n ℂ) - ham R L E = ham R L (fun k => z - E k) := by
    simp only [ham_eq_sum, sub_smul, Finset.sum_sub_distrib, ← Finset.smul_sum, hsum]
  have h2 : ∑ k, (z - E k)⁻¹ • proj R L k = ham R L (fun k => (z - E k)⁻¹) :=
    (ham_eq_sum R L (fun k => (z - E k)⁻¹)).symm
  have h3 : ham R L (fun _ => (1 : ℂ)) = 1 := by
    simp only [ham_eq_sum, one_smul, hsum]
  have h4 : (fun k => (z - E k) * (z - E k)⁻¹) = fun _ => (1 : ℂ) :=
    funext fun k => mul_inv_cancel₀ (sub_ne_zero.mpr (hz k))
  have h5 : (z • (1 : Matrix n n ℂ) - ham R L E) * (∑ k, (z - E k)⁻¹ • proj R L k) = 1 := by
    rw [h1, h2]
    calc ham R L (fun k => z - E k) * ham R L (fun k => (z - E k)⁻¹)
        = ham R L (fun k => (z - E k) * (z - E k)⁻¹) := ham_mul h _ _
      _ = 1 := by rw [h4, h3]
  exact ⟨h5, _root_.mul_eq_one_comm.mp h5⟩
```

In the Hermiticity criterion, `PR` is $P_iR=RD_i$, `key` is the double evaluation of $R^*P_iR$, and `h1` extracts its $(i,j)$ entry. For the converse, `hL` is $LR^*=1$, `hcomm` is $GD_i=D_iG$, `hM` says that $GD_i$ is Hermitian, and `hP` is $P_i=L\,(GD_i)\,L^*$. The columns of $R$ are required to be orthogonal, not normalised.

```lean
/-- For square `R`, `L` with `L* R = 1`, all `P_i` are Hermitian exactly when the columns
of `R` are mutually orthogonal. -/
theorem proj_isHermitian_iff {R L : Matrix n n ℂ} (h : Lᴴ * R = 1) :
    (∀ i, (proj R L i).IsHermitian) ↔
      ∀ i j, i ≠ j → star (column R i) ⬝ᵥ column R j = 0 := by
  constructor
  · intro hP i j hij
    have PR : proj R L i * R = R * diagonal (delta i) := by
      rw [proj_eq_ham]
      unfold ham
      rw [Matrix.mul_assoc, h, Matrix.mul_one]
    -- evaluate `R* P_i R` in two ways
    have key : Rᴴ * R * diagonal (delta i) = (diagonal (delta i))ᴴ * (Rᴴ * R) :=
      calc Rᴴ * R * diagonal (delta i) = Rᴴ * (proj R L i * R) := by
            rw [PR, Matrix.mul_assoc]
        _ = (proj R L i * R)ᴴ * R := by
            rw [conjTranspose_mul, (hP i).eq, Matrix.mul_assoc]
        _ = (diagonal (delta i))ᴴ * (Rᴴ * R) := by
            rw [PR, conjTranspose_mul, Matrix.mul_assoc]
    have h1 := congrFun (congrFun key i) j
    rw [diagonal_conjTranspose, Matrix.mul_diagonal, Matrix.diagonal_mul] at h1
    have hji : ¬ j = i := fun e => hij e.symm
    have h2 : (0 : ℂ) = (Rᴴ * R) i j := by simpa [delta, hji] using h1
    rw [overlap]
    exact h2.symm
  · intro hR i
    have h' : R * Lᴴ = 1 := _root_.mul_eq_one_comm.mp h
    have hL : L * Rᴴ = 1 := by
      have h1 := congrArg conjTranspose h'
      rwa [conjTranspose_mul, conjTranspose_conjTranspose, conjTranspose_one] at h1
    have hs : star (delta i) = delta i := by
      funext k
      by_cases hk : k = i <;> simp [delta, hk]
    have hD : (diagonal (delta i))ᴴ = diagonal (delta i) := by
      rw [diagonal_conjTranspose, hs]
    -- the Gram matrix is diagonal, so it commutes with `diag(δ_i)`
    have hcomm : Rᴴ * R * diagonal (delta i) = diagonal (delta i) * (Rᴴ * R) := by
      ext a b
      rw [Matrix.mul_diagonal, Matrix.diagonal_mul]
      by_cases hab : a = b
      · subst hab
        exact mul_comm _ _
      · have h0 : (Rᴴ * R) a b = 0 := by
          rw [← overlap]
          exact hR a b hab
        rw [h0]
        ring
    have hM : (Rᴴ * R * diagonal (delta i))ᴴ = Rᴴ * R * diagonal (delta i) := by
      rw [conjTranspose_mul, conjTranspose_mul, conjTranspose_conjTranspose, hD, hcomm]
    -- `R = L R* R` gives `P_i = L (R* R diag(δ_i)) L*`
    have hP : proj R L i = L * (Rᴴ * R * diagonal (delta i)) * Lᴴ := by
      rw [proj_eq_ham]
      unfold ham
      calc R * diagonal (delta i) * Lᴴ = L * Rᴴ * R * diagonal (delta i) * Lᴴ := by
            rw [hL, Matrix.one_mul]
        _ = L * (Rᴴ * R * diagonal (delta i)) * Lᴴ := by simp only [Matrix.mul_assoc]
    show (proj R L i)ᴴ = proj R L i
    rw [hP, conjTranspose_mul, conjTranspose_mul, conjTranspose_conjTranspose, hM]
    simp only [Matrix.mul_assoc]
```

A $2\times2$ example shows that the oblique case occurs. Take $r_0=(1,0)$, $r_1=(1,1)$, $l_0=(1,-1)$, $l_1=(0,1)$.

```lean
/-- The matrix with columns `r_0 = (1, 0)` and `r_1 = (1, 1)`. -/
def witnessR : Matrix (Fin 2) (Fin 2) ℂ := !![1, 1; 0, 1]

/-- The matrix with columns `l_0 = (1, -1)` and `l_1 = (0, 1)`. -/
def witnessL : Matrix (Fin 2) (Fin 2) ℂ := !![1, 0; -1, 1]
```

Entry-by-entry computation gives $L^*R=1$ and
$$P_0=\begin{pmatrix}1&-1\\0&0\end{pmatrix},\qquad P_1=\begin{pmatrix}0&1\\0&1\end{pmatrix}.$$
Hermiticity of $P_0$ would require $0=-1$ in the $(0,1)$ entry, in agreement with $r_0^*r_1=1\neq0$.

```lean
/-- The pair `witnessR`, `witnessL` satisfies `L* R = 1`; its matrices `P_0`, `P_1` are given
explicitly, and `P_0` is not Hermitian. -/
theorem biorthogonal_witness :
    witnessLᴴ * witnessR = 1 ∧
      proj witnessR witnessL 0 = !![1, -1; 0, 0] ∧
      proj witnessR witnessL 1 = !![0, 1; 0, 1] ∧
      ¬ (proj witnessR witnessL 0).IsHermitian := by
  have hp : ∀ i a b, proj witnessR witnessL i a b = witnessR a i * star (witnessL b i) :=
    fun _ _ _ => rfl
  have h0 : proj witnessR witnessL 0 = !![1, -1; 0, 0] := by
    ext a b
    rw [hp]
    fin_cases a <;> fin_cases b <;> simp [witnessR, witnessL]
  have h1 : proj witnessR witnessL 1 = !![0, 1; 0, 1] := by
    ext a b
    rw [hp]
    fin_cases a <;> fin_cases b <;> simp [witnessR, witnessL]
  refine ⟨?_, h0, h1, ?_⟩
  · ext a b
    fin_cases a <;> fin_cases b <;>
      simp [witnessR, witnessL, Matrix.mul_apply, Fin.sum_univ_two, conjTranspose_apply]
  · intro hH
    have h2 := congrFun (congrFun hH.eq 0) 1
    rw [h0] at h2
    simp [conjTranspose_apply] at h2

end

end ObliqueProjectors
```

```lean
#print axioms ObliqueProjectors.biorthogonal_projectors
-- 'ObliqueProjectors.biorthogonal_projectors' depends on axioms: [propext, Classical.choice, Quot.sound]
#print axioms ObliqueProjectors.resolvent_expansion
-- 'ObliqueProjectors.resolvent_expansion' depends on axioms: [propext, Classical.choice, Quot.sound]
#print axioms ObliqueProjectors.proj_isHermitian_iff
-- 'ObliqueProjectors.proj_isHermitian_iff' depends on axioms: [propext, Classical.choice, Quot.sound]
```
